# A Field Gradient and Its Negative Give a Spin-3/2 Nucleus the Same Quadrupole Levels

## An axial field gradient

Take a spin-3/2 nucleus in the field gradient $V=\mathrm{diag}(-q/2,-q/2,q)$, with $q$ real. By the usual convention, $V_{ab}$ are the second derivatives of the external electrostatic potential at the nucleus. Let $I_x,I_y,I_z$ be the spin matrices in units of $\hbar$, so that $I_x^2+I_y^2+I_z^2=15/4$. In units of $eQ/6$, with $e$ the elementary charge and $Q$ the nuclear quadrupole moment, the energy operator is

$$H=\sum_{ab}V_{ab}I_aI_b=\frac q2\left(3I_z^2-\frac{15}4\right).$$

The states $m=\pm3/2$ have energy $3q/2$, and $m=\pm1/2$ have $-3q/2$. Reversing $q$ exchanges the two doublets but leaves the pair of energies, and the gap $3|q|$, unchanged.

## The general statement

Let $V$ be any real symmetric traceless $3\times3$ tensor. Then $H^2=\frac32\operatorname{tr}(V^2)\,\mathbb 1$. If $V\neq0$, the levels are two doublets at $\pm\Delta/2$, with $\Delta=\sqrt{6\operatorname{tr}V^2}>0$. The tensors $V$ and $-V$ give the same levels with the same degeneracies.

For an isolated spin-3/2 nucleus with only this quadrupole coupling, a measured splitting can therefore, if $Q$ is known, test the magnitude $\sqrt{\operatorname{tr}V^2}$ of a computed field gradient, but not its overall sign.

## Derivation

Tracelessness gives $V_{xx}+V_{yy}=-V_{zz}$, so the diagonal terms of $H$ are

$$\frac{V_{zz}}2\left(3I_z^2-\frac{15}4\right)+\frac{V_{xx}-V_{yy}}2\,(I_x^2-I_y^2).$$

Keep the first of these two terms. Writing $I_x$ and $I_y$ through $I_\pm=I_x\pm iI_y$ turns the second, together with the terms of $H$ in $V_{xy}$, $V_{xz}$ and $V_{yz}$, into

$$\tfrac12\left(\tfrac{V_{xx}-V_{yy}}2-iV_{xy}\right)I_+^2+\tfrac12(V_{xz}-iV_{yz})(I_+I_z+I_zI_+)$$

plus the Hermitian conjugate. The nonzero elements of $I_+^2$ are both $2\sqrt3$; those of $I_+I_z+I_zI_+$ are $2\sqrt3$ and $-2\sqrt3$. In the order $m=3/2,1/2,-1/2,-3/2$,

$$H=\begin{pmatrix}d&a&b&0\\a^*&-d&0&b\\b^*&0&-d&-a\\0&b^*&-a^*&d\end{pmatrix},$$

with $d=\frac32V_{zz}$, $a=\sqrt3(V_{xz}-iV_{yz})$ and $b=\sqrt3\left(\frac{V_{xx}-V_{yy}}2-iV_{xy}\right)$.

The trace is zero. In $H^2$ the off-diagonal entries cancel in pairs, for example $da-ad=0$ and $ab-ba=0$. Each diagonal entry is $d^2+|a|^2+|b|^2$. Since $(V_{xx}-V_{yy})^2=2V_{xx}^2+2V_{yy}^2-V_{zz}^2$, this equals

$$\tfrac32(V_{xx}^2+V_{yy}^2+V_{zz}^2)+3(V_{xy}^2+V_{xz}^2+V_{yz}^2)=\tfrac32\operatorname{tr}V^2.$$

For $V\ne0$, symmetry makes $\operatorname{tr}V^2=\sum_{ab}V_{ab}^2$ positive. An eigenvalue $\mu$ satisfies $\mu^2=\Delta^2/4$, so $\mu=\pm\Delta/2$. For either value $E$, the matrix $P=\frac12(1+H/E)$ satisfies $HP=EP$ and fixes every eigenvector at $E$. It projects onto that eigenspace, whose dimension is $\operatorname{tr}P=2$.

Finally, $H(-V)=-H(V)$ exchanges the eigenspaces at $\mu$ and $-\mu$. Their dimensions are equal, so the level scheme stays the same.

In principal axes, $V=\mathrm{diag}\left(-\frac{1-\eta}2q,-\frac{1+\eta}2q,q\right)$, where $\eta$ is the asymmetry parameter. Then $6\operatorname{tr}V^2=9q^2+3\eta^2q^2$, hence $\Delta=3|q|\sqrt{1+\eta^2/3}$. At $\eta=0$ this is the axial gap.

## Reading the Lean statement

Indices `0`, `1`, `2` stand for $x,y,z$. `V.IsSymm` expresses that mixed second derivatives of the potential commute. `V.trace = 0` removes the isotropic part, which would only shift all levels together.

`degeneracy V μ` is the dimension of the eigenspace at a complex number `μ`. `two_doublets` gives it as 2 at $\pm\Delta/2$ and 0 elsewhere, which gives the defined quantity `splitting V` its meaning as a level gap. `same_levels_neg` also allows $V=0$, where all four states lie at zero energy.

The tensor is an input: its electronic-structure calculation is not modelled, nor are magnetic fields or other nuclear spins.

```lean
import Mathlib

open Matrix Module.End

namespace QuadrupoleSplitting

noncomputable section

/-- The band shape shared by the three spin-3/2 matrices. -/
def band (p q a a' b b' : ℂ) : Matrix (Fin 4) (Fin 4) ℂ :=
  !![p, a, 0, 0; a', q, b, 0; 0, b', -q, a; 0, 0, a', -p]

/-- The spin-3/2 matrices `I_x, I_y, I_z` (indices 0, 1, 2), in units of ħ, in the basis
`m = 3/2, 1/2, -1/2, -3/2`. -/
def spin : Fin 3 → Matrix (Fin 4) (Fin 4) ℂ :=
  ![band 0 0 ((√3 : ℝ) / 2) ((√3 : ℝ) / 2) 1 1,
    band 0 0 (-Complex.I * (√3 : ℝ) / 2) (Complex.I * (√3 : ℝ) / 2) (-Complex.I) Complex.I,
    band (3 / 2) (1 / 2) 0 0 0 0]

/-- The quadrupole Hamiltonian `∑ V_ab I_a I_b` of a spin-3/2 nucleus in the field gradient `V`,
in units of the coupling prefactor. -/
def quadrupole (V : Matrix (Fin 3) (Fin 3) ℝ) : Matrix (Fin 4) (Fin 4) ℂ :=
  ∑ a, ∑ b, (V a b : ℂ) • (spin a * spin b)

/-- The number of independent states with energy `μ` in the field gradient `V`. -/
def degeneracy (V : Matrix (Fin 3) (Fin 3) ℝ) (μ : ℂ) : ℕ :=
  Module.finrank ℂ (eigenspace (toLin' (quadrupole V)) μ)

/-- The quantity `√(6 tr V²)` built from the field gradient. -/
def splitting (V : Matrix (Fin 3) (Fin 3) ℝ) : ℝ := √(6 * (V * V).trace)

/-- The square of `√3`, as a complex number, is 3. -/
lemma sqrt_three_sq : ((√3 : ℝ) : ℂ) ^ 2 = 3 := by
  rw [← Complex.ofReal_pow, Real.sq_sqrt (by norm_num)]
  norm_num

/-- The product of two matrices of the band shape, entry by entry. -/
lemma band_mul (p q a a' b b' r t c c' d d' : ℂ) :
    band p q a a' b b' * band r t c c' d d' =
      !![p * r + a * c', p * c + a * t, a * d, 0;
         a' * r + q * c', a' * c + q * t + b * d', q * d - b * t, b * c;
         b' * c', b' * t - q * d', b' * d + q * t + a * c', -(q * c) - a * r;
         0, a' * d', -(a' * t) - p * c', a' * c + p * r] := by
  ext i j
  fin_cases i <;> fin_cases j <;>
    simp [band, Matrix.mul_apply, Fin.sum_univ_four] <;> grind

set_option maxHeartbeats 400000 in
/-- The matrices obey the angular momentum commutation relations, and the total spin squared is
`15/4 = (3/2)(3/2 + 1)`. -/
theorem spin_algebra :
    spin 0 * spin 1 - spin 1 * spin 0 = Complex.I • spin 2 ∧
    spin 1 * spin 2 - spin 2 * spin 1 = Complex.I • spin 0 ∧
    spin 2 * spin 0 - spin 0 * spin 2 = Complex.I • spin 1 ∧
    spin 0 * spin 0 + spin 1 * spin 1 + spin 2 * spin 2 = (15 / 4 : ℂ) • 1 := by
  have hs := sqrt_three_sq
  have hI := Complex.I_sq
  refine ⟨?_, ?_, ?_, ?_⟩ <;> simp only [spin, Matrix.cons_val, band_mul] <;>
    ext i j <;> fin_cases i <;> fin_cases j <;> simp [band] <;> grind

set_option maxHeartbeats 400000 in
/-- The Hamiltonian of a symmetric traceless field gradient, written out in the `m` basis. -/
theorem quadrupole_explicit {V : Matrix (Fin 3) (Fin 3) ℝ} (hV : V.IsSymm)
    (htr : V.trace = 0) :
    quadrupole V =
      let s : ℂ := (√3 : ℝ)
      let d : ℂ := 3 / 2 * V 2 2
      let a : ℂ := s * (V 0 2 - Complex.I * V 1 2)
      let a' : ℂ := s * (V 0 2 + Complex.I * V 1 2)
      let b : ℂ := s * ((V 0 0 - V 1 1) / 2 - Complex.I * V 0 1)
      let b' : ℂ := s * ((V 0 0 - V 1 1) / 2 + Complex.I * V 0 1)
      !![d, a, b, 0; a', -d, 0, b; b', 0, -d, -a; 0, b', -a', d] := by
  have hs := sqrt_three_sq
  have hI := Complex.I_sq
  rw [Matrix.trace_fin_three] at htr
  have hz : V 2 2 = -V 0 0 - V 1 1 := by linarith
  simp only [quadrupole, Fin.sum_univ_three, spin, Matrix.cons_val, band_mul,
    hV.apply 0 1, hV.apply 0 2, hV.apply 1 2, hz]
  ext i j
  fin_cases i <;> fin_cases j <;> simp <;> grind

/-- For a symmetric traceless field gradient the squared Hamiltonian is the number
`(3/2) tr V²` times the identity. -/
theorem quadrupole_sq {V : Matrix (Fin 3) (Fin 3) ℝ} (hV : V.IsSymm) (htr : V.trace = 0) :
    quadrupole V * quadrupole V = ((3 / 2 * (V * V).trace : ℝ) : ℂ) • 1 := by
  have hs := sqrt_three_sq
  have hI := Complex.I_sq
  have hz : V 2 2 = -V 0 0 - V 1 1 := by
    rw [Matrix.trace_fin_three] at htr
    linarith
  have ht : (V * V).trace = 2 * (V 0 0 ^ 2 + V 1 1 ^ 2 + V 0 0 * V 1 1
      + V 0 1 ^ 2 + V 0 2 ^ 2 + V 1 2 ^ 2) := by
    simp only [Matrix.trace_fin_three, Matrix.mul_apply, Fin.sum_univ_three,
      hV.apply 0 1, hV.apply 0 2, hV.apply 1 2, hz]
    ring
  rw [quadrupole_explicit hV htr, ht]
  ext i j
  fin_cases i <;> fin_cases j <;>
    simp [Matrix.mul_apply, Fin.sum_univ_four, hz] <;> grind

/-- A traceless 4×4 matrix whose square is `E²` times the identity, with `E ≠ 0`, has exactly two
independent eigenvectors with eigenvalue `E`. -/
theorem finrank_doublet {H : Matrix (Fin 4) (Fin 4) ℂ} {E : ℂ} (hE : E ≠ 0)
    (hsq : H * H = E ^ 2 • (1 : Matrix (Fin 4) (Fin 4) ℂ)) (htr : H.trace = 0) :
    Module.finrank ℂ (eigenspace (toLin' H) E) = 2 := by
  -- the spectral projector onto the level `E`
  obtain ⟨P, hP⟩ : ∃ P : Matrix (Fin 4) (Fin 4) ℂ, P = (1 / 2 : ℂ) • (1 + E⁻¹ • H) := ⟨_, rfl⟩
  have hHP : H * P = E • P := by
    simp only [hP, mul_smul_comm, mul_add, mul_one, hsq]
    match_scalars <;> field_simp
  have hproj : LinearMap.IsProj (eigenspace (toLin' H) E) (toLin' P) := by
    refine ⟨fun x => ?_, fun x hx => ?_⟩
    · simp only [mem_eigenspace_iff, toLin'_apply, mulVec_mulVec, hHP, smul_mulVec]
    · rw [mem_eigenspace_iff, toLin'_apply] at hx
      rw [toLin'_apply, hP, smul_mulVec, add_mulVec, one_mulVec, smul_mulVec, hx,
        inv_smul_smul₀ hE]
      module
  -- the rank of a projector is its trace
  have h := hproj.trace
  rw [LinearMap.trace_eq_matrix_trace ℂ (Pi.basisFun ℂ (Fin 4)),
    LinearMap.toMatrix_eq_toMatrix', LinearMap.toMatrix'_toLin'] at h
  have h2 : P.trace = 2 := by
    rw [hP, Matrix.trace_smul, Matrix.trace_add, Matrix.trace_smul, htr, Matrix.trace_one]
    norm_num
  rw [h2] at h
  exact_mod_cast h.symm

/-- In a nonzero symmetric traceless field gradient the spin-3/2 levels are two doublets at
`±Δ/2`, with `Δ = √(6 tr V²) > 0`, and there are no other levels. -/
theorem two_doublets {V : Matrix (Fin 3) (Fin 3) ℝ} (hV : V.IsSymm) (htr : V.trace = 0)
    (hne : V ≠ 0) :
    0 < splitting V ∧ ∀ μ : ℂ, degeneracy V μ =
      if μ = ((splitting V / 2 : ℝ) : ℂ) ∨ μ = -((splitting V / 2 : ℝ) : ℂ) then 2 else 0 := by
  -- `tr V²` is the sum of the squared entries, hence positive
  have ht : 0 < (V * V).trace := by
    have h : (V * V).trace = ∑ i, ∑ j, V i j ^ 2 := by
      simp only [Matrix.trace, Matrix.diag_apply, Matrix.mul_apply]
      refine Finset.sum_congr rfl fun i _ => Finset.sum_congr rfl fun j _ => ?_
      rw [hV.apply i j, sq]
    obtain ⟨i, j, hij⟩ : ∃ i j, V i j ≠ 0 := by
      by_contra! h0
      exact hne (by ext i j; exact h0 i j)
    rw [h]
    exact Finset.sum_pos' (fun i _ => Finset.sum_nonneg fun j _ => sq_nonneg _)
      ⟨i, Finset.mem_univ _, Finset.sum_pos' (fun j _ => sq_nonneg _)
        ⟨j, Finset.mem_univ _, by positivity⟩⟩
  have hpos : 0 < splitting V := Real.sqrt_pos.mpr (by positivity)
  have hE : ((splitting V / 2 : ℝ) : ℂ) ≠ 0 := Complex.ofReal_ne_zero.mpr (by positivity)
  have hsq : quadrupole V * quadrupole V = ((splitting V / 2 : ℝ) : ℂ) ^ 2 • 1 := by
    have h : (splitting V / 2) ^ 2 = 3 / 2 * (V * V).trace := by
      rw [div_pow, splitting, Real.sq_sqrt (by positivity)]
      ring
    rw [quadrupole_sq hV htr, ← Complex.ofReal_pow, h]
  have htr0 : (quadrupole V).trace = 0 := by
    rw [quadrupole_explicit hV htr]
    simp [Matrix.trace, Fin.sum_univ_four]
  refine ⟨hpos, fun μ => ?_⟩
  split_ifs with h
  · have hμ : μ ≠ 0 := by
      rcases h with h | h <;> rw [h]
      exacts [hE, neg_ne_zero.mpr hE]
    exact finrank_doublet hμ (by rw [sq_eq_sq_iff_eq_or_eq_neg.mpr h]; exact hsq) htr0
  · -- any energy must square to `Δ²/4`
    by_contra h0
    have hbot : eigenspace (toLin' (quadrupole V)) μ ≠ ⊥ := by
      intro hb
      exact h0 (by rw [degeneracy, hb, finrank_bot])
    obtain ⟨x, hx, hx0⟩ := Submodule.exists_mem_ne_zero_of_ne_bot hbot
    rw [mem_eigenspace_iff, toLin'_apply] at hx
    have h2 : (quadrupole V * quadrupole V) *ᵥ x = μ ^ 2 • x := by
      rw [← mulVec_mulVec, hx, mulVec_smul, hx, smul_smul, sq]
    rw [hsq, smul_mulVec, one_mulVec] at h2
    exact h (sq_eq_sq_iff_eq_or_eq_neg.mp (smul_left_injective ℂ hx0 h2).symm)

/-- Reversing the field gradient exchanges the states at energy `μ` with those at `-μ`. -/
theorem eigenspace_neg (V : Matrix (Fin 3) (Fin 3) ℝ) (μ : ℂ) :
    eigenspace (toLin' (quadrupole (-V))) μ = eigenspace (toLin' (quadrupole V)) (-μ) := by
  have hneg : quadrupole (-V) = -quadrupole V := by
    simp [quadrupole, Finset.sum_neg_distrib]
  ext x
  simp only [mem_eigenspace_iff, toLin'_apply, hneg, neg_mulVec, neg_smul]
  exact neg_eq_iff_eq_neg

/-- Symmetric traceless field gradients `V` and `-V` give the same energies with the same
degeneracies. -/
theorem same_levels_neg {V : Matrix (Fin 3) (Fin 3) ℝ} (hV : V.IsSymm) (htr : V.trace = 0)
    (μ : ℂ) : degeneracy (-V) μ = degeneracy V μ := by
  rcases eq_or_ne V 0 with rfl | hne
  · rw [neg_zero]
  have h := (two_doublets hV htr hne).2
  have hsw : degeneracy (-V) μ = degeneracy V (-μ) := by
    rw [degeneracy, degeneracy, eigenspace_neg]
  -- the pair of energies `±Δ/2` is symmetric about zero
  rw [hsw, h (-μ), h μ]
  exact if_congr (by rw [neg_eq_iff_eq_neg, neg_inj, or_comm]) rfl rfl

/-- In principal axes, with `V_zz = q` and asymmetry parameter `η`, the quantity `√(6 tr V²)`
equals `3 |q| √(1 + η²/3)`. -/
theorem splitting_principal_axes (q η : ℝ) :
    splitting (Matrix.diagonal ![-(1 - η) / 2 * q, -(1 + η) / 2 * q, q]) =
      3 * |q| * √(1 + η ^ 2 / 3) := by
  have h : 6 * (Matrix.diagonal ![-(1 - η) / 2 * q, -(1 + η) / 2 * q, q] *
      Matrix.diagonal ![-(1 - η) / 2 * q, -(1 + η) / 2 * q, q]).trace =
      (3 * |q|) ^ 2 * (1 + η ^ 2 / 3) := by
    simp only [Matrix.diagonal_mul_diagonal, Matrix.trace_diagonal, Fin.sum_univ_three,
      mul_pow, sq_abs, Matrix.cons_val]
    ring
  rw [splitting, h, Real.sqrt_mul (sq_nonneg _), Real.sqrt_sq (by positivity)]

end

end QuadrupoleSplitting
```

```lean
#print axioms QuadrupoleSplitting.spin_algebra
#print axioms QuadrupoleSplitting.same_levels_neg
#print axioms QuadrupoleSplitting.splitting_principal_axes
```

```
'QuadrupoleSplitting.spin_algebra' depends on axioms: [propext, Classical.choice, Quot.sound]
'QuadrupoleSplitting.same_levels_neg' depends on axioms: [propext, Classical.choice, Quot.sound]
'QuadrupoleSplitting.splitting_principal_axes' depends on axioms: [propext, Classical.choice, Quot.sound]
```

## From matrix entries to level counts

`spin_algebra` checks the commutators and the total spin of the explicit matrices. `band_mul` multiplies matrices of their common shape, and `quadrupole_explicit` uses it to obtain the matrix displayed above. `quadrupole_sq` then compares the entries of $H^2$; `grind` finishes the algebra with $(\sqrt3)^2=3$ and $i^2=-1$.

`finrank_doublet` contains the projector argument. `hproj` shows that `P` projects onto the eigenspace, and `hproj.trace` equates its trace with the dimension.

`two_doublets` first proves $\operatorname{tr}V^2>0$, then applies that lemma at both signs of $E$. For any other `μ`, a nonzero eigenvector would force $\mu^2=\Delta^2/4$, a contradiction.

`eigenspace_neg` exchanges the eigenspaces and needs neither symmetry nor tracelessness. `same_levels_neg` combines it with the equal degeneracies, treating $V=0$ separately. `splitting_principal_axes` evaluates the trace for the diagonal tensor and takes the square root.
